# Negative hydrogen spin density from one-centre exchange in a two-orbital CH bond

## The missing proton splitting

An unrestricted CNDO calculation on a planar π radical such as methyl normally puts no net spin on the hydrogens, and so it predicts no isotropic proton hyperfine splitting. The ESR spectrum of methyl shows one. Anyone who blames the geometry or the parameters for this zero will adjust the wrong thing, because the fault lies in an integral that CNDO neglects.

The unpaired electron sits in the carbon π orbital, which has a node in the molecular plane, where the hydrogens lie. Spin reaches a hydrogen only if the α and β electrons of the CH σ bond are distributed differently. One-centre exchange on carbon makes them differ: it lowers the energy of a σ electron whose spin is parallel to that of the π electron. INDO keeps this exchange integral and CNDO drops it. For one CH bond with given Fock matrices and nonzero coupling, the resulting hydrogen spin density has a closed form.

## Two orbitals, two Fock matrices

The σ basis consists of a carbon hybrid (index 0) and the hydrogen 1s orbital (index 1), taken as orthonormal, as in zero-differential-overlap methods. For either spin the Fock matrix is

F = [[x, −b], [−b, y]],

with carbon level x, hydrogen level y and coupling −b, the off-diagonal element responsible for bonding. Here α and β always denote spins, never Hückel parameters.

Let e_C be the carbon level without π exchange, e_H the hydrogen level, and K the exchange integral between the carbon hybrid and the carbon π orbital. With one α electron in the π orbital, the carbon level is e_C − K for α and e_C for β.

Placing the energy zero at e_H and assuming that the mean carbon level coincides with it gives carbon levels −d and d, with d = K/2. The two carbon levels then differ by 2d = K; setting d equal to K would double this splitting.

## Hydrogen population of the bonding orbital

For an orbital with coefficients c₀, c₁ and energy ε, the eigenvalue equations are

x c₀ − b c₁ = ε c₀
−b c₀ + y c₁ = ε c₁.

A nonzero solution requires (x − ε)(y − ε) = b². With t = x − y and g = √(t² + 4b²), the lower root is

e = (x + y − g)/2,

so that

x − e = (g + t)/2,  y − e = (g − t)/2.

Both are positive, since g > |t| when b ≠ 0. Multiply the first eigenvalue equation by c₀ and the second by c₁. Both then contain b c₀c₁, and therefore

(x − e) c₀² = (y − e) c₁².

Normalisation, c₀² = 1 − c₁², gives

c₁² = (x − e)/(x + y − 2e) = (1 + t/g)/2.

## Spin density and its sign

For the symmetric levels, t = −d for α and t = d for β, while g = √(d² + 4b²) for both. The hydrogen spin density is

ρ_H = (1 − d/g)/2 − (1 + d/g)/2 = −d/√(d² + 4b²).

It is negative for d > 0 and zero for d = 0.

For general levels, put p(t) = t/√(t² + 4b²). Then

ρ_H = [p(e_C − K − e_H) − p(e_C − e_H)]/2.

For b ≠ 0 the derivative p′(t) = 4b²/(t² + 4b²)^(3/2) is positive, so the function p is strictly increasing. Hence ρ_H is negative exactly when K > 0 and zero exactly when K = 0.

## Weak exchange and vanishing coupling

For d much smaller than |b|, ρ_H ≈ −d/(2|b|), which is linear in the exchange. For d much larger than |b| it approaches −1: the α electron sits on carbon and the β electron on hydrogen.

At b = 0 and d > 0 the formula gives −1, which is still correct. At b = d = 0 both matrices vanish, every normalised vector is a lowest orbital, and the spin density is undetermined. This is the case that the condition on b has to exclude in the closed formula.

## The statement in Lean

`bondFock x y b` is the matrix F above. `sigmaFock eC eH b K n` lowers its carbon level by `K * n`, where `n` counts π electrons of the same spin: 1 for α and 0 for β.

`IsLowestOrbital F c` says that the real vector `c` is normalised and is an eigenvector of `F` whose eigenvalue is at most every other eigenvalue. Neither its energy nor its populations are assumed. `hydrogenSpin cα cβ` is the difference of the squared hydrogen coefficients. It is thus a 1s spin population, not a density at the nucleus. `gap` is the splitting g between the two orbitals of one spin, and `polarity` is p, positive when the electron leans towards hydrogen.

The theorem `hydrogenSpin_eq` takes any lowest orbitals of the two matrices with carbon levels −d and d and hydrogen level zero, and gives the closed formula, for every real `d` and every nonzero `b`. The theorem `hydrogenSpin_sign` gives the two equivalences for arbitrary levels and nonzero `b`.

The Fock matrices are given, not computed self-consistently. In an INDO calculation the σ populations feed back into the levels and the coupling, separately for each spin. Applying the result to a real radical therefore means accepting that the converged matrices keep this form, with the same `b` and `eH` for both spins. Within that two-orbital restriction, it tells a user of semiempirical programs that a zero proton hyperfine splitting from CNDO in a planar π radical reflects a missing integral.

```lean
import Mathlib

open Matrix

namespace CHSpinPolarisation

noncomputable section

/-- Fock matrix of a two-centre σ bond: carbon hybrid level `x`, hydrogen 1s level `y`,
and coupling `-b` between them. -/
def bondFock (x y b : ℝ) : Matrix (Fin 2) (Fin 2) ℝ := !![x, -b; -b, y]

/-- Fock matrix for σ electrons of one spin, when the carbon π orbital holds `n` electrons
of the same spin: the one-centre exchange integral `K` lowers the carbon level by `K * n`. -/
def sigmaFock (eC eH b K n : ℝ) : Matrix (Fin 2) (Fin 2) ℝ := bondFock (eC - K * n) eH b

/-- A lowest orbital: a normalised eigenvector whose orbital energy is at most every
other eigenvalue of the Fock matrix. -/
def IsLowestOrbital (F : Matrix (Fin 2) (Fin 2) ℝ) (c : Fin 2 → ℝ) : Prop :=
  c ⬝ᵥ c = 1 ∧ ∃ ε : ℝ, F *ᵥ c = ε • c ∧
    ∀ (μ : ℝ) (v : Fin 2 → ℝ), v ≠ 0 → F *ᵥ v = μ • v → ε ≤ μ

/-- Hydrogen spin density of one α and one β electron: the difference of the squared
hydrogen coefficients. -/
def hydrogenSpin (cα cβ : Fin 2 → ℝ) : ℝ := cα 1 ^ 2 - cβ 1 ^ 2

/-- Splitting of the two orbital energies for level difference `t` and coupling `b`. -/
def gap (t b : ℝ) : ℝ := √(t ^ 2 + 4 * b ^ 2)

/-- Bond polarity, the level difference over the orbital splitting, for `t` and `b`
not both zero. -/
def polarity (t b : ℝ) : ℝ := t / gap t b

/-- Energy of the bonding orbital. -/
def bondingEnergy (x y b : ℝ) : ℝ := (x + y - gap (x - y) b) / 2

/-- The normalised bonding orbital, for nonzero coupling `b`. -/
def bondingOrbital (x y b : ℝ) : Fin 2 → ℝ :=
  ![b / √(b ^ 2 + (x - bondingEnergy x y b) ^ 2),
    (x - bondingEnergy x y b) / √(b ^ 2 + (x - bondingEnergy x y b) ^ 2)]

/-- With nonzero coupling the orbital splitting exceeds the level difference, and its square
is `t ^ 2 + 4 * b ^ 2`. -/
theorem gap_spec (t : ℝ) {b : ℝ} (hb : b ≠ 0) :
    |t| < gap t b ∧ gap t b ^ 2 = t ^ 2 + 4 * b ^ 2 := by
  have hb2 : 0 < b ^ 2 := by positivity
  refine ⟨(Real.lt_sqrt (abs_nonneg t)).2 ?_, Real.sq_sqrt (by positivity)⟩
  rw [sq_abs]
  linarith

/-- With nonzero coupling the bonding energy lies below both levels and solves the
secular equation. -/
theorem bondingEnergy_secular (x y : ℝ) {b : ℝ} (hb : b ≠ 0) :
    0 < x - bondingEnergy x y b ∧ 0 < y - bondingEnergy x y b ∧
      (x - bondingEnergy x y b) * (y - bondingEnergy x y b) = b ^ 2 := by
  obtain ⟨h, hsq⟩ := gap_spec (x - y) hb
  obtain ⟨h1, h2⟩ := abs_lt.1 h
  unfold bondingEnergy
  exact ⟨by linarith, by linarith, by linear_combination hsq / 4⟩

/-- The eigenvalue equation of the bond, written out on carbon and on hydrogen. -/
theorem bondFock_eigen_iff (x y b μ : ℝ) (v : Fin 2 → ℝ) :
    bondFock x y b *ᵥ v = μ • v ↔
      x * v 0 - b * v 1 = μ * v 0 ∧ -b * v 0 + y * v 1 = μ * v 1 := by
  constructor
  · intro h
    have h0 := congrFun h 0
    have h1 := congrFun h 1
    simp [bondFock, Matrix.mulVec, dotProduct, Fin.sum_univ_two] at h0 h1
    exact ⟨by linarith, by linarith⟩
  · rintro ⟨h0, h1⟩
    ext i
    fin_cases i <;> simp [bondFock, Matrix.mulVec, dotProduct, Fin.sum_univ_two] <;> linarith

/-- With nonzero coupling no orbital energy lies below the bonding energy. -/
theorem bondingEnergy_le {x y b μ : ℝ} (hb : b ≠ 0) {v : Fin 2 → ℝ} (hv : v ≠ 0)
    (h : bondFock x y b *ᵥ v = μ • v) : bondingEnergy x y b ≤ μ := by
  obtain ⟨h0, h1⟩ := (bondFock_eigen_iff x y b μ v).1 h
  obtain ⟨hp, hq, hpq⟩ := bondingEnergy_secular x y hb
  by_contra hlt
  have hδ : 0 < bondingEnergy x y b - μ := sub_pos.2 (not_le.1 hlt)
  -- below the bonding energy the secular determinant is positive
  have hdet : 0 < (x - μ) * (y - μ) - b ^ 2 := by
    nlinarith [mul_pos hδ hp, mul_pos hδ hq, mul_pos hδ hδ]
  have e0 : ((x - μ) * (y - μ) - b ^ 2) * v 0 = 0 := by
    linear_combination (y - μ) * h0 + b * h1
  have e1 : ((x - μ) * (y - μ) - b ^ 2) * v 1 = 0 := by
    linear_combination (x - μ) * h1 + b * h0
  have v0 : v 0 = 0 := (mul_eq_zero.1 e0).resolve_left hdet.ne'
  have v1 : v 1 = 0 := (mul_eq_zero.1 e1).resolve_left hdet.ne'
  apply hv
  ext i
  fin_cases i <;> simp [v0, v1]

/-- With nonzero coupling the bonding orbital is normalised and has the bonding energy. -/
theorem bondingOrbital_spec (x y : ℝ) {b : ℝ} (hb : b ≠ 0) :
    bondingOrbital x y b ⬝ᵥ bondingOrbital x y b = 1 ∧
      bondFock x y b *ᵥ bondingOrbital x y b =
        bondingEnergy x y b • bondingOrbital x y b := by
  obtain ⟨-, -, hpq⟩ := bondingEnergy_secular x y hb
  have hN : 0 < b ^ 2 + (x - bondingEnergy x y b) ^ 2 := by positivity
  constructor
  · calc bondingOrbital x y b ⬝ᵥ bondingOrbital x y b
        = (b ^ 2 + (x - bondingEnergy x y b) ^ 2) /
            √(b ^ 2 + (x - bondingEnergy x y b) ^ 2) ^ 2 := by
          rw [dotProduct, Fin.sum_univ_two]
          simp only [bondingOrbital, Matrix.cons_val_zero, Matrix.cons_val_one]
          ring
      _ = 1 := by rw [Real.sq_sqrt hN.le, div_self hN.ne']
  · rw [bondFock_eigen_iff]
    simp only [bondingOrbital, Matrix.cons_val_zero, Matrix.cons_val_one]
    constructor
    · ring
    · linear_combination hpq / √(b ^ 2 + (x - bondingEnergy x y b) ^ 2)

/-- With nonzero coupling the bonding orbital is a lowest orbital of the bond. -/
theorem bondingOrbital_isLowest (x y : ℝ) {b : ℝ} (hb : b ≠ 0) :
    IsLowestOrbital (bondFock x y b) (bondingOrbital x y b) :=
  ⟨(bondingOrbital_spec x y hb).1, bondingEnergy x y b, (bondingOrbital_spec x y hb).2,
    fun _ _ hv h => bondingEnergy_le hb hv h⟩

/-- With nonzero coupling, an electron in a lowest orbital has hydrogen population
`(1 + polarity) / 2`. -/
theorem hydrogen_population {x y b : ℝ} (hb : b ≠ 0) {c : Fin 2 → ℝ}
    (hc : IsLowestOrbital (bondFock x y b) c) :
    c 1 ^ 2 = (1 + polarity (x - y) b) / 2 := by
  obtain ⟨hn, ε, he, hmin⟩ := hc
  obtain ⟨wn, hw⟩ := bondingOrbital_spec x y hb
  have ne_zero : ∀ v : Fin 2 → ℝ, v ⬝ᵥ v = 1 → v ≠ 0 := by
    intro v hv h
    simp [h] at hv
  -- the orbital energy is the bonding energy
  have hε : ε = bondingEnergy x y b :=
    le_antisymm (hmin _ _ (ne_zero _ wn) hw) (bondingEnergy_le hb (ne_zero _ hn) he)
  obtain ⟨h0, h1⟩ := (bondFock_eigen_iff x y b ε c).1 he
  rw [hε, bondingEnergy] at h0 h1
  rw [dotProduct, Fin.sum_univ_two] at hn
  have hs : gap (x - y) b ≠ 0 := ((abs_nonneg _).trans_lt (gap_spec (x - y) hb).1).ne'
  have key : c 1 ^ 2 * gap (x - y) b = (x - y + gap (x - y) b) / 2 := by
    linear_combination c 1 * h1 - c 0 * h0 + (x - y + gap (x - y) b) / 2 * hn
  rw [eq_div_of_mul_eq hs key, polarity, add_div' _ _ _ hs]
  ring

/-- At fixed nonzero coupling the bond polarity strictly increases with the level
difference. -/
theorem polarity_strictMono {b : ℝ} (hb : b ≠ 0) : StrictMono fun t => polarity t b := by
  intro t u htu
  obtain ⟨ht, ht2⟩ := gap_spec t hb
  obtain ⟨hu, hu2⟩ := gap_spec u hb
  have hS : 0 < gap t b := (abs_nonneg t).trans_lt ht
  have hU : 0 < gap u b := (abs_nonneg u).trans_lt hu
  have hb2 : 0 < b ^ 2 := by positivity
  have hprod : t * u ≤ gap t b * gap u b :=
    calc t * u ≤ |t * u| := le_abs_self _
      _ = |t| * |u| := abs_mul t u
      _ ≤ gap t b * gap u b := mul_le_mul ht.le hu.le (abs_nonneg u) hS.le
  have hid : (u * gap t b - t * gap u b) * (gap t b + gap u b) =
      (u - t) * (gap t b * gap u b - t * u + 4 * b ^ 2) := by
    linear_combination u * ht2 - t * hu2
  have hpos : 0 < (u - t) * (gap t b * gap u b - t * u + 4 * b ^ 2) :=
    mul_pos (sub_pos.2 htu) (by linarith)
  change t / gap t b < u / gap u b
  rw [div_lt_div_iff₀ hS hU]
  by_contra h
  nlinarith [mul_nonneg (sub_nonneg.2 (not_lt.1 h)) (add_pos hS hU).le]

/-- One α electron in the carbon π orbital, any σ levels, nonzero coupling, and a lowest σ orbital
filled for each spin: the hydrogen spin density is negative exactly when the one-centre exchange
integral `K` is positive, and zero exactly when `K` is zero. -/
theorem hydrogenSpin_sign {eC eH b K : ℝ} (hb : b ≠ 0) {cα cβ : Fin 2 → ℝ}
    (hα : IsLowestOrbital (sigmaFock eC eH b K 1) cα)
    (hβ : IsLowestOrbital (sigmaFock eC eH b K 0) cβ) :
    (hydrogenSpin cα cβ < 0 ↔ 0 < K) ∧ (hydrogenSpin cα cβ = 0 ↔ K = 0) := by
  have pα := hydrogen_population hb hα
  have pβ := hydrogen_population hb hβ
  have hlt := (polarity_strictMono hb).lt_iff_lt (a := eC - K * 1 - eH) (b := eC - K * 0 - eH)
  have heq := (polarity_strictMono hb).injective.eq_iff
    (a := eC - K * 1 - eH) (b := eC - K * 0 - eH)

  unfold hydrogenSpin
  rw [pα, pβ]
  refine ⟨⟨fun h => ?_, fun h => ?_⟩, ⟨fun h => ?_, fun h => ?_⟩⟩
  · linarith [hlt.1 (by linarith)]
  · linarith [hlt.2 (by linarith)]
  · linarith [heq.1 (by linarith)]
  · linarith [heq.2 (by linarith)]

/-- For carbon levels `-d` (α) and `d` (β), hydrogen level zero and nonzero coupling `b`,
filling a lowest orbital of each spin gives hydrogen spin density `-d / √(d² + 4b²)`. -/
theorem hydrogenSpin_eq {d b : ℝ} (hb : b ≠ 0) {cα cβ : Fin 2 → ℝ}
    (hα : IsLowestOrbital !![-d, -b; -b, 0] cα)
    (hβ : IsLowestOrbital !![d, -b; -b, 0] cβ) :
    hydrogenSpin cα cβ = -d / √(d ^ 2 + 4 * b ^ 2) := by
  have pα := hydrogen_population (x := -d) (y := 0) hb hα
  have pβ := hydrogen_population (x := d) (y := 0) hb hβ
  unfold hydrogenSpin
  rw [pα, pβ]
  simp only [polarity, gap, sub_zero, neg_sq]
  ring

end

end CHSpinPolarisation
```

```lean
#print axioms CHSpinPolarisation.bondingOrbital_isLowest
#print axioms CHSpinPolarisation.hydrogenSpin_sign
#print axioms CHSpinPolarisation.hydrogenSpin_eq
```

```
'CHSpinPolarisation.bondingOrbital_isLowest' depends on axioms: [propext, Classical.choice, Quot.sound]
'CHSpinPolarisation.hydrogenSpin_sign' depends on axioms: [propext, Classical.choice, Quot.sound]
'CHSpinPolarisation.hydrogenSpin_eq' depends on axioms: [propext, Classical.choice, Quot.sound]
```

## From the secular equation to the lowest orbital

`gap_spec` supplies g > |t| and g² = t² + 4b². From these, `bondingEnergy_secular` obtains the two positive factors x − e and y − e and their product b². `bondFock_eigen_iff` translates the matrix equation into the two scalar equations used above.

`bondingEnergy_le` shows that no eigenvalue μ lies below e. If one did, then with δ = e − μ > 0,

(x − μ)(y − μ) − b² = δ(x − e) + δ(y − e) + δ² > 0.

This is the `nlinarith` step. Eliminating one coefficient at a time shows that the determinant times each coefficient is zero, so the vector vanishes, contrary to assumption.

`bondingOrbital_spec` checks an explicit vector proportional to (b, x − e): it is normalised and has energy e. Together the two lemmas give `bondingOrbital_isLowest`, so lowest orbitals exist and the final theorems apply to actual orbitals.

## Populations and monotonicity

In `hydrogen_population` the energy of an arbitrary lowest orbital is first identified with e by two inequalities. Its minimality gives ε ≤ e, because the explicit orbital has energy e, and `bondingEnergy_le` gives e ≤ ε. The `linear_combination` for `key` then performs the elimination done by hand: the second equation times c₁, minus the first times c₀, plus normalisation times x − e. The result is

c₁² g = (t + g)/2,

and division by g finishes the lemma.

`polarity_strictMono` avoids the derivative. For t < u, write g_t and g_u for the two splittings. The identity `hid` reads

(u g_t − t g_u)(g_t + g_u) = (u − t)(g_t g_u − t u + 4b²).

The right side is positive because u > t, t u ≤ g_t g_u and b ≠ 0. Since g_t + g_u is positive too, u g_t > t g_u, which is p(t) < p(u) after division.

`hydrogenSpin_sign` inserts the two populations. Strict monotonicity turns the comparison of polarities into a comparison of level differences, and injectivity does the same for equality; `linarith` then reads off the condition on K. `hydrogenSpin_eq` uses the population lemma at x = −d and x = d, both with y = 0. The square roots agree because (−d)² = d², and `ring` subtracts the two populations.
